# The electron dipole screened by a polarizable core, and a condition under which squared radial dipole elements do not grow

Put one electron at distance $x>0$ from a core of polarizability $\alpha$, and apply a weak uniform field $E$ along the line that joins them. In atomic units the electron couples to $E$ with energy $xE$, and its own field at the core is $1/x^2$. The core sees the sum of the two fields and lowers its energy by $\tfrac{\alpha}{2}(1/x^2+E)^2$. The cross term of this square is linear in $E$, so it adds to the direct coupling:

$$xE-\frac{\alpha}{x^2}E=\Big(1-\frac{\alpha}{x^3}\Big)xE .$$

At a fixed position the electron therefore couples to the field as if its dipole were multiplied by $1-s$, with $s=\alpha/x^3$. For $\alpha=1$ and $x=2$ the factor is $7/8$. The squared dipole is multiplied by $(1-s)^2$, which is at most $1$ exactly when $0\le s\le 2$.

With several electrons in three dimensions the cross term gives each electron such a factor, with its own distance from the core. A transition element sums over many radii. For fixed orbitals, the bound $0\le s\le2$ at every radius keeps its square from growing if the radial transition density does not change sign. If the density does change sign, the square can grow. Since $\alpha/x^3$ grows without limit towards the core, the bound can hold at all radii down to the core only if a cutoff weakens the electron's field there.

In Lean 4 with Mathlib:

```lean
import Mathlib

open Finset

namespace CorePolarization

noncomputable section
```

## The field of an electron at the core

Positions and fields are vectors in Euclidean 3-space, with the core at the origin.

```lean
/-- Physical space, with the polarizable core at the origin. -/
abbrev Space := EuclideanSpace ℝ (Fin 3)
```

An electron at $r\neq0$ produces the field $r/|r|^3$ at the core. Core polarization potentials commonly include a cutoff, taken here as a factor on this field, because the picture of a point charge acting on a point dipole fails once the electron penetrates the core. Let $w$ be the value of the cutoff at the electron's position. The field $f$ then satisfies

$$|r|^3 f = w\,r .$$

`IsCoreField w r f` is this relation. At $r=0$ it leaves $f$ undetermined, so the theorems that use it must assume $r\neq0$. Only the number $w$ enters, not a cutoff function, since the energy will be differentiated with respect to the external field and not the position.

```lean
/-- The vector `f` is the field at the core of an electron at `r ≠ 0`, scaled by the
cutoff value `w`: `|r|³ f = w r`, in atomic units. -/
def IsCoreField (w : ℝ) (r f : Space) : Prop := ‖r‖ ^ 3 • f = w • r
```

The factor found in the opening becomes, with the cutoff, $1-\alpha w/x^3$ at distance $x$.

```lean
/-- The factor `1 - α w / x³` for core polarizability `α`, cutoff value `w` and
distance `x ≠ 0` from the core. -/
def screening (α w x : ℝ) : ℝ := 1 - α * w / x ^ 3
```

## The energy in an external field

Let electrons at $r_i$ have fields $f_i$ at the core, and write $F=\sum_i f_i$. A core dipole $p$ in the total field $F+E$ has energy $-\langle p,F+E\rangle+|p|^2/(2\alpha)$ for $\alpha>0$. The minimum lies at $p=\alpha(F+E)$ and equals $-\tfrac{\alpha}{2}|F+E|^2$. Adding the direct coupling of the electrons, which have charge $-1$, gives

$$U(E)=\Big\langle \sum_i r_i,\,E\Big\rangle-\frac{\alpha}{2}\,|F+E|^2 .$$

This is `fieldEnergy`, with the electrons labelled by a finite type `ι`. The constant $\alpha$ stands for the static linear response of the core: the core is assumed to follow the electrons instantly. Kinetic energy and the other interactions do not depend on $E$ and are left out, as are further cores and their fields.

```lean
variable {ι : Type*} [Fintype ι]

/-- Energy in a uniform external field `E` of electrons at `r i` whose fields at the core
are `f i`: the direct coupling to `E` plus the polarization energy of the core. -/
def fieldEnergy (α : ℝ) (r f : ι → Space) (E : Space) : ℝ :=
  inner ℝ (∑ i, r i) E - α / 2 * ‖(∑ i, f i) + E‖ ^ 2
```

The candidate for the coefficient of the term linear in $E$ is the screened sum of positions,

$$d=\sum_i\Big(1-\frac{\alpha w_i}{|r_i|^3}\Big)r_i .$$

The sign convention is that of the position operator: the electric dipole moment is $-d$.

```lean
/-- The sum of the electron positions `r i ≠ 0`, each multiplied by its screening factor. -/
def effectiveDipole (α : ℝ) (w : ι → ℝ) (r : ι → Space) : Space :=
  ∑ i, screening α (w i) ‖r i‖ • r i
```

## Solving for the field and checking it against Coulomb's law

For $r\neq0$ the number $|r|^3$ is nonzero, and dividing the field relation by it gives $f=(w/|r|^3)\,r$. Multiplying back gives the converse. The two branches of the proof are these two computations.

```lean
/-- Away from the core, the cut-off field of an electron is `w r / |r|³`. -/
theorem isCoreField_iff {w : ℝ} {r f : Space} (hr : r ≠ 0) :
    IsCoreField w r f ↔ f = (w / ‖r‖ ^ 3) • r := by
  have hn : ‖r‖ ^ 3 ≠ 0 := pow_ne_zero 3 (norm_ne_zero_iff.2 hr)
  unfold IsCoreField
  constructor
  · intro h
    rw [div_eq_inv_mul, mul_smul, ← h, smul_smul, inv_mul_cancel₀ hn, one_smul]
  · rintro rfl
    have h : ‖r‖ ^ 3 * (w / ‖r‖ ^ 3) = w := by field_simp
    rw [smul_smul, h]
```

The case $w=1$ should be the Coulomb field. The electron's potential at $y$ is $-1/|y-r|$, and the field is minus its gradient, hence the gradient of $1/|y-r|$. Write this function as $t^{-1/2}$ with $t=|y-r|^2$. At $y=0$ the derivative of $t$ in direction $v$ is $-2\langle r,v\rangle$, and the derivative of $t^{-1/2}$ at $t=|r|^2$ is $-1/(2|r|^3)$. The chain rule gives

$$\frac{-1}{2|r|^3}\cdot\big(-2\langle r,v\rangle\big)=\Big\langle \frac{r}{|r|^3},v\Big\rangle .$$

In the proof `h1` is the derivative of the squared distance, `h2` that of the inverse square root, and `h3` their composition. `HasGradientAt g f 0` says that $g$ is differentiable at the origin with derivative $v\mapsto\langle f,v\rangle$.

```lean
/-- Without cutoff (`w = 1`), the field at the core of an electron at `r ≠ 0` is the gradient at the
origin of `1 / |x - r|`, which is the electron's Coulomb potential with its sign reversed. -/
theorem coulomb_field {r f : Space} (hr : r ≠ 0) (hf : IsCoreField 1 r f) :
    HasGradientAt (fun x : Space => ‖x - r‖⁻¹) f 0 := by
  have hn : 0 < ‖r‖ := norm_pos_iff.2 hr
  -- differentiate the squared distance, then the inverse square root
  have h1 : HasFDerivAt (fun x : Space => ‖x - r‖ ^ 2) ((2 : ℝ) • innerSL ℝ (-r)) 0 := by
    have h := ((hasFDerivAt_id (0 : Space)).sub_const r).norm_sq
    refine h.congr_fderiv (ContinuousLinearMap.ext fun v => ?_)
    simp
  have h2 : HasDerivAt (fun t : ℝ => (√t)⁻¹) (-(1 / (2 * ‖r‖)) / ‖r‖ ^ 2)
      (‖(0 : Space) - r‖ ^ 2) := by
    have hz : ‖(0 : Space) - r‖ = ‖r‖ := by simp
    rw [hz]
    have h := (Real.hasDerivAt_sqrt (pow_pos hn 2).ne').inv
      (Real.sqrt_pos.2 (pow_pos hn 2)).ne'
    simp only [Real.sqrt_sq hn.le] at h
    exact h
  have h3 := h2.comp_hasFDerivAt (0 : Space) h1
  have hfun : (fun x : Space => ‖x - r‖⁻¹)
      = (fun t : ℝ => (√t)⁻¹) ∘ fun x : Space => ‖x - r‖ ^ 2 := by
    funext x
    simp [Real.sqrt_sq]
  rw [hasGradientAt_iff_hasFDerivAt, hfun, (isCoreField_iff hr).1 hf]
  refine h3.congr_fderiv (ContinuousLinearMap.ext fun v => ?_)
  change -(1 / (2 * ‖r‖)) / ‖r‖ ^ 2 * (2 * inner ℝ (-r) v)
    = inner ℝ ((1 / ‖r‖ ^ 3) • r) v
  rw [inner_neg_left, real_inner_smul_left]
  field_simp
```

## The linear term is the screened dipole

Expanding the square gives

$$U(E)=-\frac{\alpha}{2}|F|^2+\Big\langle\sum_i r_i-\alpha F,\;E\Big\rangle-\frac{\alpha}{2}|E|^2 .$$

The first term is $U(0)$. Inserting $f_i=(w_i/|r_i|^3)\,r_i$ turns the vector in the middle term into $d$, so

$$U(E)=U(0)+\langle d,E\rangle-\frac{\alpha}{2}|E|^2$$

for every $E$, not only for weak fields. The products $\langle f_i,f_j\rangle$, which couple pairs of electrons, all sit in $U(0)$, so the correction to the dipole is a sum of one-electron terms.

The step `hd` proves $d=\sum_i r_i-\alpha F$ term by term. The rest is the expansion of the square with `norm_add_sq_real`, closed by `ring`.

```lean
/-- For electrons away from the core, the energy is exactly quadratic in the external field:
the linear term is the effective dipole and the quadratic term is `-α |E|² / 2`. -/
theorem fieldEnergy_expansion (α : ℝ) {w : ι → ℝ} {r f : ι → Space}
    (hr : ∀ i, r i ≠ 0) (hf : ∀ i, IsCoreField (w i) (r i) (f i)) (E : Space) :
    fieldEnergy α r f E = fieldEnergy α r f 0
      + inner ℝ (effectiveDipole α w r) E - α / 2 * ‖E‖ ^ 2 := by
  -- the effective dipole is the bare one minus the dipole induced in the core
  have hd : effectiveDipole α w r = (∑ i, r i) - α • ∑ i, f i := by
    unfold effectiveDipole
    rw [Finset.smul_sum, ← Finset.sum_sub_distrib]
    refine Finset.sum_congr rfl fun i _ => ?_
    rw [(isCoreField_iff (hr i)).1 (hf i)]
    unfold screening
    module
  rw [hd]
  simp only [fieldEnergy, inner_sub_left, real_inner_smul_left, inner_zero_right, add_zero,
    norm_add_sq_real]
  ring
```

The gradient at $E=0$ can now be read off. The constant contributes nothing, the linear term contributes $d$, and $|E|^2$ has zero derivative at the origin. For one electron this gives

$$\nabla U(0)=\Big(1-\frac{\alpha w}{|r|^3}\Big)r .$$

The proof differentiates the three terms and replaces `fieldEnergy` by its expansion.

```lean
/-- For electrons away from the core, the gradient of the energy at zero external field is
the effective dipole `∑ (1 - α w / |r|³) r`. -/
theorem hasGradientAt_fieldEnergy (α : ℝ) {w : ι → ℝ} {r f : ι → Space}
    (hr : ∀ i, r i ≠ 0) (hf : ∀ i, IsCoreField (w i) (r i) (f i)) :
    HasGradientAt (fieldEnergy α r f) (effectiveDipole α w r) 0 := by
  have h := (((innerSL ℝ (effectiveDipole α w r)).hasFDerivAt (x := 0)).const_add
    (fieldEnergy α r f 0)).sub
    ((hasStrictFDerivAt_norm_sq (0 : Space)).hasFDerivAt.const_mul (α / 2))
  rw [hasGradientAt_iff_hasFDerivAt, funext (fieldEnergy_expansion α hr hf)]
  refine h.congr_fderiv (ContinuousLinearMap.ext fun v => ?_)
  simp
```

## Radial elements on a grid

A transition element of the dipole places the operator between two orbitals. Take orbitals that are products of a radial and an angular function about the core, and a cutoff that depends only on the distance from the core. The screening factor then depends only on this distance, so the angular integral is the same with and without it, and the comparison reduces to the radial part. From here on $i$ labels grid points at radii $x_i$, and $\rho_i$ is the product of the two radial functions, including the volume element and the quadrature weight. The bare element is

$$B=\sum_i\rho_i x_i .$$

```lean
/-- Bare radial dipole element on a grid `x`, with the quadrature weights included in the
transition density `ρ`. -/
def bareElement (ρ x : ι → ℝ) : ℝ := ∑ i, ρ i * x i
```

The corrected element carries the screening factor at each point. With $s_i=\alpha w_i/x_i^3$,

$$C=\sum_i\rho_i(1-s_i)x_i .$$

Both elements are definitions for a given real density. The orbitals behind $\rho$ are not constructed, and they are taken to be the same in $B$ and $C$.

```lean
/-- Radial dipole element with the screening factor at each grid point `x i ≠ 0`. -/
def correctedElement (α : ℝ) (w ρ x : ι → ℝ) : ℝ :=
  ∑ i, ρ i * (screening α (w i) (x i) * x i)
```

The radial elements could also have been modelled as integrals over a continuous radius. The argument below would keep its shape, but it would need $\rho x$ and $\rho x s$ to be integrable, and the condition for equality would hold almost everywhere instead of at every point.

## The difference of squares

Adding and subtracting the two elements gives

$$B-C=\sum_i\rho_i x_i s_i,\qquad B+C=\sum_i\rho_i x_i(2-s_i),$$

and therefore

$$B^2-C^2=\Big(\sum_i\rho_i x_i s_i\Big)\Big(\sum_i\rho_i x_i(2-s_i)\Big).$$

The steps `h1` and `h2` are the two sums. The identity needs no sign condition on the density.

```lean
/-- On a grid of nonzero radii, the bare squared element minus the corrected one is a product
of two sums, weighted by `s` and by `2 - s` with `s = α w / x³`. -/
theorem sq_sub_sq_eq (α : ℝ) (w ρ x : ι → ℝ) :
    bareElement ρ x ^ 2 - correctedElement α w ρ x ^ 2
      = (∑ i, ρ i * x i * (α * w i / x i ^ 3))
        * ∑ i, ρ i * x i * (2 - α * w i / x i ^ 3) := by
  have h1 : ∑ i, ρ i * x i * (α * w i / x i ^ 3)
      = bareElement ρ x - correctedElement α w ρ x := by
    unfold bareElement correctedElement screening
    rw [← Finset.sum_sub_distrib]
    exact Finset.sum_congr rfl fun i _ => by ring
  have h2 : ∑ i, ρ i * x i * (2 - α * w i / x i ^ 3)
      = bareElement ρ x + correctedElement α w ρ x := by
    unfold bareElement correctedElement screening
    rw [← Finset.sum_add_distrib]
    exact Finset.sum_congr rfl fun i _ => by ring
  rw [h1, h2]
  ring
```

Now let $\rho_i\ge0$, $x_i>0$ and $0\le s_i\le2$ at every grid point. Every term in both sums is nonnegative, so the product is nonnegative and $C^2\le B^2$. The range $0\le s_i\le1$, where screening shortens the dipole without reversing it, is included. For $1<s_i\le2$ the factor $1-s_i$ is negative, but its magnitude is still at most $1$. Without a cutoff ($w_i=1$) and for $\alpha>0$, the condition $s_i\le2$ means $x_i^3\ge\alpha/2$, so it excludes grid points close to the core.

Oscillator strengths are proportional to squared dipole elements. For fixed orbitals and a fixed transition energy, in this one-electron grid model with a nonnegative density and $0\le s_i\le2$ at every point, the correction to the operator can therefore only lower the strength or leave it unchanged.

```lean
/-- For a nonnegative transition density on positive radii with `0 ≤ α w / x³ ≤ 2`, core
polarization does not increase the squared dipole element. -/
theorem corrected_sq_le {α : ℝ} {w ρ x : ι → ℝ} (hρ : ∀ i, 0 ≤ ρ i) (hx : ∀ i, 0 < x i)
    (h0 : ∀ i, 0 ≤ α * w i / x i ^ 3) (h2 : ∀ i, α * w i / x i ^ 3 ≤ 2) :
    correctedElement α w ρ x ^ 2 ≤ bareElement ρ x ^ 2 := by
  rw [← sub_nonneg, sq_sub_sq_eq]
  exact mul_nonneg
    (Finset.sum_nonneg fun i _ => mul_nonneg (mul_nonneg (hρ i) (hx i).le) (h0 i))
    (Finset.sum_nonneg fun i _ =>
      mul_nonneg (mul_nonneg (hρ i) (hx i).le) (sub_nonneg.2 (h2 i)))
```

## When the correction changes nothing

Let $s_i<2$ strictly, with the other conditions as before. If $C^2=B^2$, one of the two sums vanishes, and a vanishing sum of nonnegative terms has only zero terms.

- If the first sum vanishes, then $\rho_i x_i s_i=0$ for every $i$. Multiplying by $x_i^2$ gives $\rho_i\alpha w_i=0$.
- If the second sum vanishes, then $\rho_i x_i(2-s_i)=0$ for every $i$. Since $x_i>0$ and $2-s_i>0$, this forces $\rho_i=0$.

Conversely, if $\rho_i\alpha w_i=0$ at every point, the first sum is zero and the squares agree. So equality means that the density vanishes wherever the core responds to the electron.

The strict bound is needed here. On a grid of one point with $s=2$ and $\rho>0$, the corrected element is minus the bare one, and the squares agree although $\rho\alpha w\neq0$.

The two bullets are the two cases after `rintro`, and `Finset.sum_eq_zero_iff_of_nonneg` supplies the passage from a zero sum to zero terms.

```lean
/-- For a nonnegative transition density on positive radii with `0 ≤ α w / x³ < 2`, the two
squared elements agree exactly when `ρ α w` vanishes at every grid point. -/
theorem corrected_sq_eq_iff {α : ℝ} {w ρ x : ι → ℝ} (hρ : ∀ i, 0 ≤ ρ i)
    (hx : ∀ i, 0 < x i) (h0 : ∀ i, 0 ≤ α * w i / x i ^ 3)
    (h2 : ∀ i, α * w i / x i ^ 3 < 2) :
    correctedElement α w ρ x ^ 2 = bareElement ρ x ^ 2 ↔ ∀ i, ρ i * (α * w i) = 0 := by
  rw [eq_comm, ← sub_eq_zero, sq_sub_sq_eq, mul_eq_zero]
  constructor
  · rintro (h | h) i
    · -- no screening wherever the density is nonzero
      have hi := (Finset.sum_eq_zero_iff_of_nonneg fun i _ =>
        mul_nonneg (mul_nonneg (hρ i) (hx i).le) (h0 i)).1 h i (Finset.mem_univ i)
      have hxi := (hx i).ne'
      have he : ρ i * (α * w i) = ρ i * x i * (α * w i / x i ^ 3) * x i ^ 2 := by
        field_simp
      rw [he, hi, zero_mul]
    · -- the density vanishes
      have hi := (Finset.sum_eq_zero_iff_of_nonneg fun i _ =>
        mul_nonneg (mul_nonneg (hρ i) (hx i).le) (sub_nonneg.2 (h2 i).le)).1 h i
          (Finset.mem_univ i)
      have hp := (mul_eq_zero.1 hi).resolve_right (sub_pos.2 (h2 i)).ne'
      rw [(mul_eq_zero.1 hp).resolve_right (hx i).ne', zero_mul]
  · intro h
    refine Or.inl (Finset.sum_eq_zero fun i _ => ?_)
    have he : ρ i * x i * (α * w i / x i ^ 3) = ρ i * (α * w i) * (x i / x i ^ 3) := by
      ring
    rw [he, h i, zero_mul]
```

## A density that changes sign

Radial functions with nodes can give a transition density of both signs, and then the inequality can fail. Take $\alpha=1$, cutoff value $1$ at both points, radii $1$ and $2$, and densities $1$ and $-1$. The bare element is

$$B=1-2=-1,\qquad B^2=1 .$$

The screening factors are $0$ and $7/8$, so

$$C=0-\frac78\cdot2=-\frac74,\qquad C^2=\frac{49}{16}>1 .$$

The inner point partly cancelled the outer one in the bare element. Screening acts more strongly at the inner point and removes this cancellation, so the total grows although each contribution shrinks. Here $s_i$ is $1$ and $1/8$, within the allowed range, so the sign condition on the density is the only hypothesis of `corrected_sq_le` that fails.

```lean
/-- For the sign-changing density `(1, -1)` at radii `(1, 2)`, with `α = w = 1`, core
polarization increases the squared dipole element. -/
theorem sign_change_increases :
    bareElement ![1, -1] ![1, 2] ^ 2
      < correctedElement 1 (fun _ => 1) ![1, -1] ![1, 2] ^ 2 := by
  norm_num [bareElement, correctedElement, screening, Fin.sum_univ_two]

end

end CorePolarization
```

```lean
#print axioms CorePolarization.hasGradientAt_fieldEnergy
-- 'CorePolarization.hasGradientAt_fieldEnergy' depends on axioms: [propext, Classical.choice, Quot.sound]
#print axioms CorePolarization.corrected_sq_le
-- 'CorePolarization.corrected_sq_le' depends on axioms: [propext, Classical.choice, Quot.sound]
#print axioms CorePolarization.corrected_sq_eq_iff
-- 'CorePolarization.corrected_sq_eq_iff' depends on axioms: [propext, Classical.choice, Quot.sound]
#print axioms CorePolarization.sign_change_increases
-- 'CorePolarization.sign_change_increases' depends on axioms: [propext, Classical.choice, Quot.sound]
```
